# The Laplacian of r² times a linear form in x, y, z is ten times that form

Let L be a real homogeneous polynomial of degree one in the Cartesian coordinates x, y, z, the zero polynomial being allowed. The theorem says that the Laplacian of the cubic polynomial r²L is 10L, so that r²L is not harmonic unless L is zero. It concerns polynomials alone, with no radial factor such as a Gaussian and no normalisation. The proof uses the product rule, and the vanishing of the second derivatives of L, to write each second derivative of r²L as 2L + 4xᵢ∂ᵢL. Summed over the three coordinates this gives 6L plus four times the sum of the xᵢ∂ᵢL, which by Euler's identity is L.

As first written in Lean, the proof fails:

```lean
import Mathlib

open MvPolynomial

namespace CartesianFFunctions

noncomputable section

/-- Real polynomials in the three Cartesian coordinates x, y, z. -/
abbrev Poly := MvPolynomial (Fin 3) ℝ

/-- The squared radius x² + y² + z². -/
def rSq : Poly := ∑ i, X i ^ 2

/-- The Laplacian, the sum of the three second partial derivatives. -/
def laplacian : Poly →ₗ[ℝ] Poly where
  toFun p := ∑ i, pderiv i (pderiv i p)
  map_add' p q := by simp [Finset.sum_add_distrib]
  map_smul' c p := by simp [Finset.smul_sum]

/-- The Laplacian of r² times a linear form is ten times that linear form. -/
theorem laplacian_rSq_mul {L : Poly} (hL : L.IsHomogeneous 1) :
    laplacian (rSq * L) = (10 : ℝ) • L := by
  have h1 : ∀ i, pderiv i rSq = X i + X i := by
    intro i
    fin_cases i <;>
      simp [rSq, Fin.sum_univ_three, pow_two, Derivation.leibniz, pderiv_X, Pi.single_apply]
  -- the first derivatives of a linear form are constants
  have h2 : ∀ i, pderiv i (pderiv i L) = 0 := by
    intro i
    have h0 : (pderiv i L).IsHomogeneous 0 := hL.pderiv
    rw [totalDegree_eq_zero_iff_eq_C.1 (totalDegree_zero_iff_isHomogeneous.2 h0), pderiv_C]
  have h3 : ∀ i, pderiv i (pderiv i (rSq * L)) = 2 * L + 4 * (X i * pderiv i L) := by
    intro i
    simp only [Derivation.leibniz, h1, smul_eq_mul, map_add, pderiv_X_self, h2 i]
    ring
  -- Euler's identity for the linear form
  have hE := hL.sum_X_mul_pderiv
  rw [Fin.sum_univ_three, one_smul] at hE
  change ∑ i, pderiv i (pderiv i (rSq * L)) = _
  rw [smul_eq_C_mul, map_ofNat]
  simp only [h3, Fin.sum_univ_three]
  linear_combination 4 * hE

end

end CartesianFFunctions
```

Messages:

```
Main.lean:32:40: error: Invalid projection: Projections cannot be used on functions, and
  totalDegree_zero_iff_isHomogeneous
has function type
  ∀ (σ : Type ?u.110) {R : Type ?u.109} [inst : CommSemiring R] {p : MvPolynomial σ R},
    p.totalDegree = 0 ↔ p.IsHomogeneous 0
Main.lean:27:76: warning: This simp argument is unused:
  Pi.single_apply

Hint: Omit it from the simp argument list.
  [apply] simp [rSq, Fin.sum_univ_three, pow_two, Derivation.leibniz, pderiv_X]

Note: This linter can be disabled with `set_option linter.unusedSimpArgs false`
```

Cause. The error is in the proof of `h2`, where the first derivative of L, being homogeneous of degree zero, is to be rewritten as a constant. The lemma `totalDegree_zero_iff_isHomogeneous` is an equivalence, and `.2` was meant to take its right-to-left direction. But the type printed in the message begins with `(σ : Type ?u.110)`, an explicit argument for the type that indexes the variables. Until that argument is given, the lemma is a function and not yet an equivalence, and Lean has nothing to project from. It fills in implicit arguments by itself before a projection, but not explicit ones.

The repair writes `(totalDegree_zero_iff_isHomogeneous _).2 h0`. The underscore supplies the argument and leaves Lean to infer its value, here `Fin 3`. The projection then applies, and with `h0` it gives the total degree zero that the rewrite needs.

The other change, dropping `Pi.single_apply` from the `simp` call in `h1`, is mere tidying. Lean had only warned that it was unused.

As a diff, the version that Lean accepts:

```diff
@@ -25,10 +25,10 @@
     intro i
     fin_cases i <;>
-      simp [rSq, Fin.sum_univ_three, pow_two, Derivation.leibniz, pderiv_X, Pi.single_apply]
+      simp [rSq, Fin.sum_univ_three, pow_two, Derivation.leibniz, pderiv_X]
   -- the first derivatives of a linear form are constants
   have h2 : ∀ i, pderiv i (pderiv i L) = 0 := by
     intro i
     have h0 : (pderiv i L).IsHomogeneous 0 := hL.pderiv
-    rw [totalDegree_eq_zero_iff_eq_C.1 (totalDegree_zero_iff_isHomogeneous.2 h0), pderiv_C]
+    rw [totalDegree_eq_zero_iff_eq_C.1 ((totalDegree_zero_iff_isHomogeneous _).2 h0), pderiv_C]
   have h3 : ∀ i, pderiv i (pderiv i (rSq * L)) = 2 * L + 4 * (X i * pderiv i L) := by
     intro i
```
